# Real combinations \(h_a=\sum_b R_{ab}\,g_b\) of finitely many Majorana operators are Majorana operators exactly when \(RR^{\mathsf T}=1\)

Q: Take one fermionic mode with \(H=\tfrac{i}{2}\varepsilon\,g_0g_1\), where \(\varepsilon>0\), \(\varepsilon\neq1\), and the Majorana operators \(g_0,g_1\) anticommute and square to one. Its energies are \(\pm\varepsilon/2\). If I put \(h_0=\varepsilon g_0\), \(h_1=g_1\) and treat these as Majorana operators, \(H=\tfrac{i}{2}h_0h_1\) gives \(\pm\tfrac12\), which is wrong. Which changes of operators are allowed?

A: Among the real linear changes \(h_a=\sum_b R_{ab}\,g_b\), those with \(RR^{\mathsf T}=1\). Start from \(g_cg_d+g_dg_c=2\delta_{cd}\) and expand:
\[
h_ah_b+h_bh_a=\sum_{c,d}R_{ac}R_{bd}\,(g_cg_d+g_dg_c)=2\sum_c R_{ac}R_{bc}=2(RR^{\mathsf T})_{ab}.
\]
If \(RR^{\mathsf T}=1\), the right side is \(2\delta_{ab}\). Conversely, if the \(h_a\) obey the relations, then \(2(RR^{\mathsf T})_{ab}\,1=2\delta_{ab}\,1\), and since \(1\neq0\) in the algebra the coefficients agree. Your rescaling has \(RR^{\mathsf T}=\mathrm{diag}(\varepsilon^2,1)\), so it is excluded.

Q: My operators act on a complex Fock space. Where do they live in the formal version?

A: In `A`, a ring that is also an algebra over the reals. Complex matrices are one example. The finite type `ι` labels the original operators.

In Lean 4 with Mathlib:

```lean
import Mathlib

open Matrix

namespace MajoranaMixing

variable {ι κ μ A : Type*} [Fintype ι] [Ring A] [Algebra ℝ A]
```

The relations are a property of an indexed family. They fix the normalisation \(g_a^2=1\); some texts use \(g_a^2=\tfrac12\).

```lean
/-- The Majorana relations `g_a g_b + g_b g_a = 2 δ_ab` for a family of elements of a ring. -/
def IsMajorana {κ A : Type*} [DecidableEq κ] [Ring A] (g : κ → A) : Prop :=
  ∀ a b, g a * g b + g b * g a = if a = b then 2 else 0
```

Q: That says nothing about Hermiticity.

A: Correct: `IsMajorana` is only the anticommutation relation. For physical operators you add that step yourself: if every \(g_b\) is Hermitian, so is every \(h_a\), because the coefficients are real. The family \(h\) is called `mix R g`; physicists would call the square orthogonal case a Bogoliubov transformation in Majorana form.

```lean
/-- The real linear combinations `h_a = ∑_b R_ab g_b` of a finite family `g`. -/
def mix (R : Matrix κ ι ℝ) (g : ι → A) : κ → A :=
  fun a => ∑ b, R a b • g b
```

Q: Does the proof use the same double sum?

A: Yes. The first `calc` step expands the products and exchanges the sums in the second one. Then `Finset.sum_eq_single` keeps only \(d=c\), and the last step recognises the matrix product.

```lean
/-- The anticommutator of two real combinations of Majorana operators is the number
`2 (R Rᵀ)_ab` times the identity. -/
theorem anticommutator_mix [DecidableEq ι] {g : ι → A} (hg : IsMajorana g)
    (R : Matrix κ ι ℝ) (a b : κ) :
    mix R g a * mix R g b + mix R g b * mix R g a = (2 * (R * Rᵀ) a b) • (1 : A) := by
  have h2 : (2 : A) = (2 : ℝ) • (1 : A) := by rw [two_smul, one_add_one_eq_two]
  calc mix R g a * mix R g b + mix R g b * mix R g a
      = ∑ c, ∑ d, (R a c * R b d) • (g c * g d + g d * g c) := by
        simp only [mix, Finset.sum_mul_sum, smul_mul_smul_comm, smul_add,
          Finset.sum_add_distrib]
        congr 1
        rw [Finset.sum_comm]
        exact Finset.sum_congr rfl fun c _ => Finset.sum_congr rfl fun d _ => by
          rw [mul_comm (R b d)]
    _ = ∑ c, (2 * (R a c * R b c)) • (1 : A) := by
        -- only the diagonal terms survive
        refine Finset.sum_congr rfl fun c _ => ?_
        rw [Finset.sum_eq_single c]
        · rw [hg c c, if_pos rfl, h2, smul_smul, mul_comm _ (2 : ℝ)]
        · intro d _ hd
          rw [hg c d, if_neg (Ne.symm hd), smul_zero]
        · intro h
          exact absurd (Finset.mem_univ c) h
    _ = (2 * (R * Rᵀ) a b) • (1 : A) := by
        simp only [Matrix.mul_apply, Matrix.transpose_apply, Finset.mul_sum, Finset.sum_smul]
```

The equivalence follows. `R` may be rectangular, in which case its rows must be orthonormal; for a square matrix the condition is orthogonality.

```lean
/-- In a nontrivial real algebra, real combinations `h_a = ∑_b R_ab g_b` of finitely many
Majorana operators are again Majorana operators if and only if `R Rᵀ = 1`. -/
theorem isMajorana_mix_iff [DecidableEq ι] [DecidableEq κ] [Nontrivial A] {g : ι → A}
    (hg : IsMajorana g) (R : Matrix κ ι ℝ) :
    IsMajorana (mix R g) ↔ R * Rᵀ = 1 := by
  constructor
  · intro h
    ext a b
    have e := anticommutator_mix hg R a b
    rw [h a b] at e
    -- the real numbers embed in `A`, so the coefficient can be read off
    have key : 2 * (R * Rᵀ) a b = if a = b then 2 else 0 := by
      apply (algebraMap ℝ A).injective
      rw [Algebra.algebraMap_eq_smul_one, ← e]
      by_cases hab : a = b
      · rw [if_pos hab, if_pos hab]
        exact (map_ofNat (algebraMap ℝ A) 2).symm
      · rw [if_neg hab, if_neg hab]
        exact (map_zero (algebraMap ℝ A)).symm
    rw [Matrix.one_apply]
    by_cases hab : a = b
    · rw [if_pos hab] at key ⊢
      linarith
    · rw [if_neg hab] at key ⊢
      linarith
  · intro h a b
    rw [anticommutator_mix hg, h, Matrix.one_apply]
    split_ifs <;> simp [two_smul, one_add_one_eq_two]
```

In the forward direction, `key` compares coefficients through the injective map from the reals into `A`. This is where `Nontrivial A` enters: in the zero algebra every `R` would pass. The reverse direction substitutes \(RR^{\mathsf T}=1\) into the anticommutator.

Q: Could the \(g_b\) be secretly dependent, so that \(R\) is ambiguous?

A: No. If \(\sum_b v_bg_b=0\) with real \(v_b\), squaring gives \(\sum_b v_b^2=0\), so every \(v_b\) vanishes. The proof treats \(v\) as a one-row matrix and reuses the anticommutator formula.

```lean
/-- Finitely many Majorana operators in a nontrivial real algebra are linearly independent
over the real numbers. -/
theorem linearIndependent_majorana [DecidableEq ι] [Nontrivial A] {g : ι → A}
    (hg : IsMajorana g) : LinearIndependent ℝ g := by
  rw [Fintype.linearIndependent_iff]
  intro v hv i
  -- a vanishing combination has vanishing square, which is the sum of the `v_b ^ 2`
  have e := anticommutator_mix hg (Matrix.of fun _ : Unit => v) () ()
  have hz : mix (Matrix.of fun _ : Unit => v) g () = 0 := hv
  rw [hz, mul_zero, add_zero] at e
  have key : 2 * ((Matrix.of fun _ : Unit => v) * (Matrix.of fun _ : Unit => v)ᵀ) () () = 0 := by
    apply (algebraMap ℝ A).injective
    rw [Algebra.algebraMap_eq_smul_one, ← e, map_zero]
  have hs : ∑ b, v b * v b = 0 := by
    simp only [Matrix.mul_apply, Matrix.transpose_apply, Matrix.of_apply] at key
    linarith
  have hi := (Finset.sum_eq_zero_iff_of_nonneg
    (fun b _ => mul_self_nonneg (v b))).mp hs i (Finset.mem_univ i)
  exact mul_self_eq_zero.mp hi
```

Q: And can I go back to the old operators?

A: Mixing by \(R\) and then by \(S\) gives
\[
\sum_a S_{ca}\sum_b R_{ab}g_b=\sum_b(SR)_{cb}\,g_b .
\]

```lean
/-- Two successive mixings, first by `R` and then by `S`, are one mixing by `S R`. -/
theorem mix_mix [Fintype κ] (S : Matrix μ κ ℝ) (R : Matrix κ ι ℝ) (g : ι → A) :
    mix S (mix R g) = mix (S * R) g := by
  funext a
  simp only [mix, Finset.smul_sum, smul_smul, Matrix.mul_apply, Finset.sum_smul]
  exact Finset.sum_comm
```

For square \(R\), \(RR^{\mathsf T}=1\) also gives \(R^{\mathsf T}R=1\), so the transpose undoes the mixing.

```lean
/-- A mixing by a square matrix with `R Rᵀ = 1` is undone by the transposed matrix. -/
theorem mix_transpose_mix [DecidableEq ι] {R : Matrix ι ι ℝ} (hR : R * Rᵀ = 1) (g : ι → A) :
    mix Rᵀ (mix R g) = g := by
  rw [mix_mix, mul_eq_one_comm.mp hR]
  funext a
  simp [mix, Matrix.one_apply]
```

Q: Where do I meet this in a calculation?

A: In diagonalising a non-interacting Hamiltonian \(H=\tfrac{i}{4}\sum_{a,b}K_{ab}\,g_ag_b\) of \(n\) modes, with \(K\) real antisymmetric of size \(2n\). One picks an orthogonal \(R\) that brings \(RKR^{\mathsf T}\) to \(2\times2\) blocks with entries \(\pm\varepsilon_k\) off the diagonal. Inserting \(g=R^{\mathsf T}h\) gives
\[
H=\tfrac{i}{2}\sum_{k=0}^{n-1}\varepsilon_k\,h_{2k}h_{2k+1}.
\]
Because the \(h_a\) are again Majorana operators, the energies are \(\tfrac12\sum_k\pm\varepsilon_k\), with independent signs.

Q: Does an orthogonal change within one mode alter the product \(g_0g_1\), and so the parity, which is \(i g_0g_1\) up to a sign convention?

A: At most by a sign. Setting \(a=b\) in the relations gives \(2g_a^2=2\), hence \(g_a^2=1\).

```lean
/-- Each Majorana operator in a real algebra squares to the identity. -/
theorem majorana_mul_self [DecidableEq κ] {g : κ → A} (hg : IsMajorana g) (a : κ) :
    g a * g a = 1 := by
  have h : g a * g a + g a * g a = (2 : ℝ) • (1 : A) := by
    rw [hg a a, if_pos rfl, two_smul, one_add_one_eq_two]
  linear_combination (norm := module) (1 / 2 : ℝ) • h
```

With \(g_1g_0=-g_0g_1\), multiplying out yields
\[
h_0h_1=(R_{00}R_{10}+R_{01}R_{11})\,1+(R_{00}R_{11}-R_{01}R_{10})\,g_0g_1 .
\]
The first bracket vanishes because the rows are orthogonal, which is `o` in the proof; the second is \(\det R=\pm1\). A rotation keeps the product and a reflection reverses it.

```lean
/-- For two Majorana operators, a mixing with `R Rᵀ = 1` multiplies the product `g_0 g_1`
by the determinant of `R`. -/
theorem mix_pair_product {g : Fin 2 → A} (hg : IsMajorana g)
    {R : Matrix (Fin 2) (Fin 2) ℝ} (hR : R * Rᵀ = 1) :
    mix R g 0 * mix R g 1 = R.det • (g 0 * g 1) := by
  have anti : g 1 * g 0 = -(g 0 * g 1) :=
    eq_neg_of_add_eq_zero_left ((hg 1 0).trans (if_neg (by decide)))
  -- the two rows of `R` are orthogonal, which removes the scalar part
  have o : R 0 0 * R 1 0 + R 0 1 * R 1 1 = 0 := by
    have h := congrFun (congrFun hR 0) 1
    simpa [Matrix.mul_apply, Fin.sum_univ_two] using h
  simp only [mix, Fin.sum_univ_two, add_mul, mul_add, smul_mul_smul_comm,
    majorana_mul_self hg, anti, Matrix.det_fin_two]
  linear_combination (norm := module) o • (1 : A)
```

Q: Is there a concrete pair in a real algebra?

A: The Pauli matrices \(X\) and \(Z\): they are real, square to one and anticommute. The proof checks every matrix entry.

```lean
/-- The real Pauli matrices `X` and `Z` satisfy the Majorana relations. -/
theorem isMajorana_witness :
    IsMajorana (![!![0, 1; 1, 0], !![1, 0; 0, -1]] : Fin 2 → Matrix (Fin 2) (Fin 2) ℝ) := by
  have h2 : (2 : Matrix (Fin 2) (Fin 2) ℝ) = !![2, 0; 0, 2] := by
    refine (one_add_one_eq_two (R := Matrix (Fin 2) (Fin 2) ℝ)).symm.trans ?_
    rw [Matrix.one_fin_two]
    ext i j
    fin_cases i <;> fin_cases j <;> norm_num
  intro a b
  fin_cases a <;> fin_cases b <;> ext i j <;> fin_cases i <;> fin_cases j <;>
    norm_num [h2, Matrix.mul_apply, Fin.sum_univ_two]

end MajoranaMixing
```

```lean
#print axioms MajoranaMixing.isMajorana_mix_iff
#print axioms MajoranaMixing.linearIndependent_majorana
#print axioms MajoranaMixing.mix_transpose_mix
#print axioms MajoranaMixing.mix_pair_product
```

```
'MajoranaMixing.isMajorana_mix_iff' depends on axioms: [propext, Classical.choice, Quot.sound]
'MajoranaMixing.linearIndependent_majorana' depends on axioms: [propext, Classical.choice, Quot.sound]
'MajoranaMixing.mix_transpose_mix' depends on axioms: [propext, Classical.choice, Quot.sound]
'MajoranaMixing.mix_pair_product' depends on axioms: [propext, Classical.choice, Quot.sound]
```
